# The impurity Green function of a finite one-particle Hamiltonian depends on the bath only through the hybridisation function

A magnetic atom sits on a metal surface, or a few correlated orbitals are singled out in a crystal. The orbitals of interest form the impurity, and everything they exchange electrons with forms the bath. The bath may have hundreds of levels, while the quantity wanted is a small matrix, the Green function on the impurity orbitals. How much of the bath does that small matrix contain?

Without interactions and with finitely many orthonormal orbitals, the Hamiltonian is a block matrix

$$H=\begin{pmatrix}A & V\\ V^\dagger & D\end{pmatrix},$$

where $A$ acts on the impurity, $D$ acts on the bath, and $V$ couples them. For a complex energy $z$, the full Green function is $G(z)=(z-H)^{-1}$, with $z$ standing for $z$ times the unit matrix. Define the hybridisation function

$$\Delta(z)=V(z-D)^{-1}V^\dagger .$$

If $z-D$ and $z-H$ are invertible, then $z-A-\Delta(z)$ is invertible too, and

$$G_{11}(z)=\bigl(z-A-\Delta(z)\bigr)^{-1},$$

where $G_{11}$ is the impurity block of $G$. The bath enters through $\Delta(z)$, a matrix of impurity size, and through nothing else.

## Bath elimination and bath fitting in codes

For a finite non-interacting model, the identity replaces the inversion of the full matrix by a bath resolvent and an inversion of impurity size. If the bath is diagonal, with real levels $\varepsilon_k$, the resolvent is explicit:

$$\Delta_{ij}(z)=\sum_k\frac{V_{ik}\,\overline{V_{jk}}}{z-\varepsilon_k}.$$

One way to represent the environment by a few discrete levels in an impurity solver is to choose $V$ and $\varepsilon_k$ so that $\Delta$ approximates a target function on a set of frequencies. For the non-interacting problem with a fixed $A$, two finite baths give the same $G_{11}(z)$ exactly when they give the same $\Delta(z)$, provided the inverses involved exist. The baths may differ in size.

The identity also makes a direct test of an implementation. Build a small $H$, invert $z-H$ in full, and compare its impurity block with the result of the elimination. A wrong sign in $\Delta$ or a misplaced complex conjugate in $V$ will generally show up as a discrepancy, if the test uses complex couplings and more than one impurity orbital.

## Eliminating the bath block

Write $P=G_{11}$ for the impurity block and $R=G_{21}$ for the bath-impurity block. The first block column of $(z-H)G=1$ reads

$$(z-A)P-VR=1,\qquad -V^\dagger P+(z-D)R=0 .$$

These are the equations of motion. Since $z-D$ is invertible, the second gives

$$R=(z-D)^{-1}V^\dagger P .$$

Inserting this in the first gives

$$(z-A)P-V(z-D)^{-1}V^\dagger P=\bigl(z-A-\Delta(z)\bigr)P=1 .$$

Both factors are square matrices of the same finite size, so a right inverse is also a left inverse. Hence $z-A-\Delta(z)$ is invertible and $P$ is its inverse.

**Determinants.** When $z-D$ is invertible, multiplying out the blocks confirms that

$$z-H=\begin{pmatrix}1&-V(z-D)^{-1}\\0&1\end{pmatrix}
\begin{pmatrix}z-A-\Delta(z)&0\\-V^\dagger&z-D\end{pmatrix}.$$

The first factor has determinant one, and the second is block triangular. Therefore

$$\det(z-H)=\det(z-D)\,\det\bigl(z-A-\Delta(z)\bigr).$$

The factor $\det(z-D)$ is non-zero, so $z-H$ is invertible exactly when $z-A-\Delta(z)$ is. Away from the bath eigenvalues, the eigenvalues of the full system are thus the zeros of a determinant of impurity size.

**Two baths.** Let a second bath have Hamiltonian $E$ and coupling $W$, with hybridisation function $\Delta'(z)=W(z-E)^{-1}W^\dagger$. If the impurity Green functions agree at $z$, their inverses agree:

$$z-A-\Delta(z)=z-A-\Delta'(z),$$

so $\Delta(z)=\Delta'(z)$. Conversely, equal hybridisation functions give equal right-hand sides in the formula for $G_{11}$.

**Non-real energies.** Let $M$ be Hermitian and suppose that $z-M$ is singular. Then $Mv=zv$ for some $v\neq0$, so $v^\dagger Mv=z\,v^\dagger v$. Taking the adjoint of $Mv=zv$ gives $v^\dagger M=\bar z\,v^\dagger$, so $v^\dagger Mv=\bar z\,v^\dagger v$ as well. Since $v^\dagger v\neq0$, it follows that $z=\bar z$, and $z$ is real. For non-real $z$ and Hermitian $A$ and $D$, the matrix $H$ is Hermitian too, and both invertibility conditions hold automatically. This covers $z=\omega+i\eta$ with real $\omega$ and $\eta>0$, and also fermionic Matsubara frequencies with a real chemical potential.

**Uncoupled bath levels.** If $D$ is diagonal with entries $\varepsilon_k$, all different from $z$, then $(z-D)^{-1}$ is diagonal with entries $1/(z-\varepsilon_k)$. Writing out the product $V(z-D)^{-1}V^\dagger$ in components gives the sum over levels above.

## The Lean file

```lean
import Mathlib

open Matrix
open scoped ComplexOrder

namespace HybridisationFunction

noncomputable section

variable {m n p : Type*} [Fintype m] [DecidableEq m] [Fintype n] [DecidableEq n]
  [Fintype p] [DecidableEq p]

/-- The Hamiltonian of an impurity `A` coupled by `V` to a bath `D`. -/
def fullHamiltonian (A : Matrix m m ℂ) (V : Matrix m n ℂ) (D : Matrix n n ℂ) :
    Matrix (m ⊕ n) (m ⊕ n) ℂ :=
  fromBlocks A V Vᴴ D

/-- The Green function `(z - M)⁻¹` of a one-particle Hamiltonian `M`. -/
def green (z : ℂ) (M : Matrix n n ℂ) : Matrix n n ℂ :=
  (z • (1 : Matrix n n ℂ) - M)⁻¹

/-- The hybridisation function `Δ(z) = V (z - D)⁻¹ Vᴴ`. -/
def hybridisation (z : ℂ) (V : Matrix m n ℂ) (D : Matrix n n ℂ) : Matrix m m ℂ :=
  V * (z • (1 : Matrix n n ℂ) - D)⁻¹ * Vᴴ

omit [Fintype m] [Fintype n] in
/-- The block form of `z - H`. -/
theorem shifted_blocks (z : ℂ) (A : Matrix m m ℂ) (V : Matrix m n ℂ) (D : Matrix n n ℂ) :
    z • (1 : Matrix (m ⊕ n) (m ⊕ n) ℂ) - fullHamiltonian A V D =
      fromBlocks (z • (1 : Matrix m m ℂ) - A) (-V) (-Vᴴ) (z • (1 : Matrix n n ℂ) - D) := by
  ext (i | i) (j | j) <;> simp [fullHamiltonian, Matrix.one_apply]

/-- When `z - H` is invertible, the equations of motion link the impurity block and the
bath-impurity block of the full Green function. -/
theorem equations_of_motion {z : ℂ} {A : Matrix m m ℂ} {V : Matrix m n ℂ} {D : Matrix n n ℂ}
    (hH : IsUnit (z • (1 : Matrix (m ⊕ n) (m ⊕ n) ℂ) - fullHamiltonian A V D)) :
    (z • (1 : Matrix m m ℂ) - A) * (green z (fullHamiltonian A V D)).toBlocks₁₁
        - V * (green z (fullHamiltonian A V D)).toBlocks₂₁ = 1 ∧
      (z • (1 : Matrix n n ℂ) - D) * (green z (fullHamiltonian A V D)).toBlocks₂₁
        = Vᴴ * (green z (fullHamiltonian A V D)).toBlocks₁₁ := by
  have h : (z • (1 : Matrix (m ⊕ n) (m ⊕ n) ℂ) - fullHamiltonian A V D) *
      green z (fullHamiltonian A V D) = 1 :=
    Matrix.mul_nonsing_inv _ ((Matrix.isUnit_iff_isUnit_det _).mp hH)
  generalize green z (fullHamiltonian A V D) = G at h ⊢
  -- read off the first block column of `(z - H) G = 1`
  rw [shifted_blocks, ← fromBlocks_toBlocks G, fromBlocks_multiply, ← fromBlocks_one,
    fromBlocks_inj] at h
  obtain ⟨h11, -, h21, -⟩ := h
  rw [Matrix.neg_mul] at h11 h21
  exact ⟨(sub_eq_add_neg _ _).trans h11, (neg_add_eq_zero.mp h21).symm⟩

/-- If `z - D` and `z - H` are invertible, then `z - A - Δ(z)` is invertible and its inverse
is the impurity block of the full Green function. -/
theorem impurity_green {z : ℂ} {A : Matrix m m ℂ} {V : Matrix m n ℂ} {D : Matrix n n ℂ}
    (hD : IsUnit (z • (1 : Matrix n n ℂ) - D))
    (hH : IsUnit (z • (1 : Matrix (m ⊕ n) (m ⊕ n) ℂ) - fullHamiltonian A V D)) :
    IsUnit (z • (1 : Matrix m m ℂ) - A - hybridisation z V D) ∧
      (green z (fullHamiltonian A V D)).toBlocks₁₁ =
        (z • (1 : Matrix m m ℂ) - A - hybridisation z V D)⁻¹ := by
  obtain ⟨e1, e2⟩ := equations_of_motion hH
  generalize (green z (fullHamiltonian A V D)).toBlocks₁₁ = P at e1 e2 ⊢
  generalize (green z (fullHamiltonian A V D)).toBlocks₂₁ = R at e1 e2
  -- solve the bath equation
  have hR : R = (z • (1 : Matrix n n ℂ) - D)⁻¹ * (Vᴴ * P) := by
    rw [← e2, ← Matrix.mul_assoc,
      Matrix.nonsing_inv_mul _ ((Matrix.isUnit_iff_isUnit_det _).mp hD), Matrix.one_mul]
  -- insert it in the impurity equation
  have hP : (z • (1 : Matrix m m ℂ) - A - hybridisation z V D) * P = 1 := by
    rw [Matrix.sub_mul, hybridisation, Matrix.mul_assoc, Matrix.mul_assoc, ← hR]
    exact e1
  exact ⟨⟨⟨_, P, hP, mul_eq_one_comm.mp hP⟩, rfl⟩, (Matrix.inv_eq_right_inv hP).symm⟩

/-- When `z - D` is invertible, the secular determinant of the full system is that of the bath times
that of the impurity dressed by the hybridisation function. -/
theorem det_factorisation {z : ℂ} (A : Matrix m m ℂ) (V : Matrix m n ℂ) {D : Matrix n n ℂ}
    (hD : IsUnit (z • (1 : Matrix n n ℂ) - D)) :
    (z • (1 : Matrix (m ⊕ n) (m ⊕ n) ℂ) - fullHamiltonian A V D).det =
      (z • (1 : Matrix n n ℂ) - D).det *
        (z • (1 : Matrix m m ℂ) - A - hybridisation z V D).det := by
  let := Matrix.invertibleOfIsUnitDet _ ((Matrix.isUnit_iff_isUnit_det _).mp hD)
  rw [shifted_blocks, Matrix.det_fromBlocks₂₂, Matrix.invOf_eq_nonsing_inv]
  simp only [hybridisation, Matrix.neg_mul, Matrix.mul_neg, neg_neg]

/-- When `z - D` is invertible, `z - H` is invertible exactly when `z - A - Δ(z)` is. -/
theorem isUnit_full_iff {z : ℂ} (A : Matrix m m ℂ) (V : Matrix m n ℂ) {D : Matrix n n ℂ}
    (hD : IsUnit (z • (1 : Matrix n n ℂ) - D)) :
    IsUnit (z • (1 : Matrix (m ⊕ n) (m ⊕ n) ℂ) - fullHamiltonian A V D) ↔
      IsUnit (z • (1 : Matrix m m ℂ) - A - hybridisation z V D) := by
  rw [Matrix.isUnit_iff_isUnit_det, Matrix.isUnit_iff_isUnit_det, det_factorisation A V hD,
    IsUnit.mul_iff]
  exact ⟨And.right, fun h => ⟨(Matrix.isUnit_iff_isUnit_det _).mp hD, h⟩⟩

/-- Two baths, possibly of different size, give the same impurity Green function at `z` exactly when
their hybridisation functions agree at `z`, provided that the impurity `A` is the same and that `z`
minus the bath Hamiltonian and `z` minus the full Hamiltonian are invertible for both baths. -/
theorem same_green_iff_same_hybridisation {z : ℂ} {A : Matrix m m ℂ}
    {V : Matrix m n ℂ} {D : Matrix n n ℂ} {W : Matrix m p ℂ} {E : Matrix p p ℂ}
    (hD : IsUnit (z • (1 : Matrix n n ℂ) - D))
    (hH : IsUnit (z • (1 : Matrix (m ⊕ n) (m ⊕ n) ℂ) - fullHamiltonian A V D))
    (hE : IsUnit (z • (1 : Matrix p p ℂ) - E))
    (hK : IsUnit (z • (1 : Matrix (m ⊕ p) (m ⊕ p) ℂ) - fullHamiltonian A W E)) :
    (green z (fullHamiltonian A V D)).toBlocks₁₁ =
        (green z (fullHamiltonian A W E)).toBlocks₁₁ ↔
      hybridisation z V D = hybridisation z W E := by
  obtain ⟨u1, g1⟩ := impurity_green hD hH
  obtain ⟨u2, g2⟩ := impurity_green hE hK
  rw [g1, g2]
  constructor
  · intro h
    -- invert both Green functions
    have h' := congrArg (fun X : Matrix m m ℂ => X⁻¹) h
    simp only [Matrix.nonsing_inv_nonsing_inv _ ((Matrix.isUnit_iff_isUnit_det _).mp u1),
      Matrix.nonsing_inv_nonsing_inv _ ((Matrix.isUnit_iff_isUnit_det _).mp u2)] at h'
    exact sub_right_injective h'
  · intro h
    rw [h]

/-- For a Hermitian matrix `M` and non-real `z`, the matrix `z - M` is invertible. -/
theorem isUnit_of_im_ne_zero {z : ℂ} {M : Matrix n n ℂ} (hM : M.IsHermitian)
    (hz : z.im ≠ 0) : IsUnit (z • (1 : Matrix n n ℂ) - M) := by
  rw [Matrix.isUnit_iff_isUnit_det, isUnit_iff_ne_zero]
  intro h0
  obtain ⟨v, hv, hMv⟩ := Matrix.exists_mulVec_eq_zero_iff.mpr h0
  rw [Matrix.sub_mulVec, Matrix.smul_mulVec, Matrix.one_mulVec, sub_eq_zero] at hMv
  have e2 : star v ᵥ* M = star z • star v := by
    rw [← star_smul, hMv, Matrix.star_mulVec, hM.eq]
  -- the number `v† M v`, computed from both sides
  have h := Matrix.dotProduct_mulVec (star v) M v
  rw [← hMv, e2, dotProduct_smul, smul_dotProduct, smul_eq_mul, smul_eq_mul] at h
  have hq : star v ⬝ᵥ v ≠ 0 :=
    fun h => hv (dotProduct_star_self_eq_zero.mp h)
  have him := congrArg Complex.im (mul_right_cancel₀ hq h)
  rw [Complex.star_def, Complex.conj_im] at him
  exact hz (by linarith)

/-- For Hermitian impurity and bath Hamiltonians and non-real `z`, the impurity block of the
Green function is `(z - A - Δ(z))⁻¹`, with `z - A - Δ(z)` invertible. -/
theorem impurity_green_of_hermitian {z : ℂ} {A : Matrix m m ℂ} (V : Matrix m n ℂ)
    {D : Matrix n n ℂ} (hA : A.IsHermitian) (hD : D.IsHermitian) (hz : z.im ≠ 0) :
    IsUnit (z • (1 : Matrix m m ℂ) - A - hybridisation z V D) ∧
      (green z (fullHamiltonian A V D)).toBlocks₁₁ =
        (z • (1 : Matrix m m ℂ) - A - hybridisation z V D)⁻¹ :=
  impurity_green (isUnit_of_im_ne_zero hD hz)
    (isUnit_of_im_ne_zero (Matrix.IsHermitian.fromBlocks hA rfl hD) hz)

omit [Fintype m] [DecidableEq m] in
/-- For a bath of uncoupled levels `ε k`, none equal to `z`, the hybridisation function is
the sum over levels of `V i k * conj (V j k) / (z - ε k)`. -/
theorem hybridisation_diagonal {z : ℂ} (V : Matrix m n ℂ) (ε : n → ℝ)
    (hz : ∀ k, z ≠ (ε k : ℂ)) (i j : m) :
    hybridisation z V (diagonal fun k => (ε k : ℂ)) i j =
      ∑ k, V i k * star (V j k) / (z - (ε k : ℂ)) := by
  have hinv : (z • (1 : Matrix n n ℂ) - diagonal fun k => (ε k : ℂ))⁻¹ =
      diagonal fun k => (z - (ε k : ℂ))⁻¹ := by
    apply Matrix.inv_eq_right_inv
    have hs : z • (1 : Matrix n n ℂ) - (diagonal fun k => (ε k : ℂ)) =
        diagonal fun k => z - (ε k : ℂ) := by
      ext a b
      by_cases h : a = b
      · subst h
        simp
      · simp [h]
    rw [hs, Matrix.diagonal_mul_diagonal, ← Matrix.diagonal_one]
    congr 1
    funext k
    exact mul_inv_cancel₀ (sub_ne_zero.mpr (hz k))
  rw [hybridisation, hinv, Matrix.mul_apply]
  refine Finset.sum_congr rfl fun k _ => ?_
  rw [Matrix.mul_diagonal, Matrix.conjTranspose_apply]
  ring

end

end HybridisationFunction
```

```lean
#print axioms HybridisationFunction.isUnit_full_iff
-- 'HybridisationFunction.isUnit_full_iff' depends on axioms: [propext, Classical.choice, Quot.sound]
#print axioms HybridisationFunction.same_green_iff_same_hybridisation
-- 'HybridisationFunction.same_green_iff_same_hybridisation' depends on axioms: [propext, Classical.choice, Quot.sound]
#print axioms HybridisationFunction.impurity_green_of_hermitian
-- 'HybridisationFunction.impurity_green_of_hermitian' depends on axioms: [propext, Classical.choice, Quot.sound]
#print axioms HybridisationFunction.hybridisation_diagonal
-- 'HybridisationFunction.hybridisation_diagonal' depends on axioms: [propext, Classical.choice, Quot.sound]
```

## How the Lean statements encode the model

The types `m` and `n` label impurity and bath orbitals, and `p` labels the orbitals of a second bath. All three are finite. The full system is indexed by the disjoint union `m ⊕ n`, and `fullHamiltonian A V D` assembles the four blocks. `Vᴴ` is the conjugate transpose, written $V^\dagger$ above. `green z M` is $(z-M)^{-1}$, and `.toBlocks₁₁` extracts its impurity block. `IsUnit` says that a matrix is invertible.

The main theorem, `impurity_green`, assumes that $z-D$ and $z-H$ are invertible and concludes both that $z-A-\Delta(z)$ is invertible and that its inverse is the impurity block. Neither $A$ nor $D$ has to be Hermitian, so a bath with an absorbing potential is allowed. The two coupling blocks, however, are always adjoints of each other.

`det_factorisation` and `isUnit_full_iff` need only the invertibility of $z-D$. `same_green_iff_same_hybridisation` compares two baths at one energy and with the same $A$, and assumes the invertibility conditions for both systems. `impurity_green_of_hermitian` replaces the conditions of the main theorem by Hermiticity and `z.im ≠ 0`. In `hybridisation_diagonal` the levels `ε k` are real, and $z$ may be real as long as it equals none of them.

## How the proof follows the elimination

`shifted_blocks` writes $z-H$ in block form by checking matrix entries. `equations_of_motion` multiplies this form by $G$ and compares blocks with those of the unit matrix, using `fromBlocks_multiply` and `fromBlocks_inj`. Only the first block column is kept.

In `impurity_green`, the step `hR` solves the bath equation for $R$, and `hP` inserts the solution to obtain $(z-A-\Delta)P=1$. The lemma `mul_eq_one_comm` turns this right inverse into a two-sided one, which is where the finite square shape of the matrices is used.

The determinant theorem relies on Mathlib's `Matrix.det_fromBlocks₂₂`, the general formula for a block matrix with an invertible lower-right block. The two minus signs in front of the couplings then cancel. `isUnit_full_iff` follows because a matrix is invertible exactly when its determinant is. For two baths, the proof rewrites both Green functions with the main theorem, inverts them, and cancels $z-A$.

`isUnit_of_im_ne_zero` takes a non-zero vector annihilated by $z-M$ and evaluates $v^\dagger Mv$ from both sides. After $v^\dagger v$ is cancelled, comparing imaginary parts contradicts `z.im ≠ 0`. Applied to $D$ and to $H$, this lemma supplies both hypotheses of the Hermitian version. In `hybridisation_diagonal`, the step `hinv` inverts the diagonal matrix $z-D$ to obtain the resolvent, and the matrix product is then expanded into a sum.

## Exact at each energy, for finite baths without interactions

The identity holds in exact arithmetic, one energy at a time. It gives no bound on rounding errors, which can be large when $z$ lies close to an eigenvalue of $D$ or $H$. The comparison of baths likewise concerns exact equality: it does not say how an error in a fitted $\Delta$ carries over to $G_{11}$.

The condition on $z-D$ matters at real energies. Take one impurity orbital and one bath level, with $A=D=0$, $V=1$ and $z=0$. Then $z-H$ is invertible, but $z-D$ is zero and $G_{11}(0)=0$, which is not the inverse of any number. A code that scans real frequencies without a broadening can meet such points, where the full Green function is finite and the elimination breaks down.

The basis is orthonormal, since $z$ multiplies a unit matrix and not an overlap matrix. A semi-infinite lead or a continuous bath has infinitely many degrees of freedom and lies outside these theorems. Two-particle interactions are absent from $H$, so the use of $\Delta$ in an interacting impurity problem needs a separate many-body argument.
